# A Time-Reversal-Invariant Effective Hamiltonian Leaves a Kramers Pair Unsplit

When the low-energy doublet of an odd-electron ion in zero magnetic field is reduced to an effective two-level Hamiltonian, one diagonal matrix element is enough. The other diagonal element equals it, and the off-diagonal ones vanish, even if spin–orbit coupling mixes the doublet with excited states. This holds when the full Hamiltonian is Hermitian and commutes with time reversal, and when the retained space is a single Kramers pair.

Let $T$ be time reversal for an odd number of electrons: conjugate-linear, with $\langle Tu|Tv\rangle=\langle v|u\rangle$ and $T^2=-1$. For a unit vector $x$, put
$$Pv=\langle x|v\rangle x+\langle Tx|v\rangle Tx,\qquad Q=1-P.$$
Let $H$ be the Hamiltonian, $E$ a real reference energy, and $R$ an inverse of $M=Q(H-E)Q+P$. Such an $R$ exists when the excited block can be inverted at $E$; the added $P$ only makes $M$ invertible on the whole space. The claim is
$$H_{\rm eff}=PHP-PHQRQHP=cP,\qquad c\in\mathbb R.$$
On the excited space $R$ is minus the usual resolvent $(E-QHQ)^{-1}$, hence the minus sign.

## From one vanishing matrix element to the effective Hamiltonian

Call an operator *invariant* if it is Hermitian and also commutes with $T$. For invariant $A$, antiunitarity applied to $Ax$ and $Tx$ gives
$$\langle Tx|Ax\rangle=\langle TAx|T^2x\rangle=-\langle ATx|x\rangle=-\langle Tx|Ax\rangle,$$
so this element is zero. Its conjugate $\langle x|ATx\rangle$ is zero too. With $A=1$ we get $x\perp Tx$, so $P$ is the orthogonal projection on their span. The diagonal elements agree,
$$\langle Tx|ATx\rangle=\langle Tx|TAx\rangle=\langle Ax|x\rangle=\langle x|Ax\rangle=:a,$$
and $a$ is real because $A$ is Hermitian. Writing $Pv=\alpha x+\beta Tx$, we find $PAPv=a(\alpha x+\beta Tx)$, that is, $PAP=aP$.

It remains to write $H_{\rm eff}$ as $PKP$ with $K$ invariant. First, $P$ itself is invariant. It is Hermitian by its form. Since $\langle x|Tv\rangle=\langle T^2v|Tx\rangle=-\langle v|Tx\rangle$,
$$PTv=-\langle v|Tx\rangle x+\langle v|x\rangle Tx=TPv.$$
If $A$ and $B$ are invariant, so are $A+rB$ for real $r$ and the product $ABA$. Hence $Q$, $H-E$ and $M$ are invariant.

The inverse inherits the symmetry. From $MR=1$,
$$\langle Ru|v\rangle=\langle Ru|MRv\rangle=\langle MRu|Rv\rangle=\langle u|Rv\rangle,$$
so $R$ is Hermitian. Then $\langle RMu|v\rangle=\langle u|MRv\rangle=\langle u|v\rangle$ gives $RM=1$, and $RT=RTMR=RMTR=TR$. Therefore $K=H-HQRQH$ is invariant, and $H_{\rm eff}=PKP=cP$ with $c=\langle x|Kx\rangle$.

## Two doublets with a spin-flip coupling

Take vectors $(a,b,c,d)$, with $(a,b)$ the lower doublet and $(c,d)$ the upper one, and $T(a,b,c,d)=(-b^*,a^*,-d^*,c^*)$. In this example $a$ and $c$ denote components. Let
$$H(a,b,c,d)=(c+2id,\;2ic+d,\;a-2ib+4c,\;-2ia+b+4d).$$
This $H$ is Hermitian and commutes with $T$. Choose $x=(1,0,0,0)$, so $Tx=(0,1,0,0)$, and $E=-1$. On the upper doublet $H-E$ is $4+1=5$, so $R$ is $1/5$ there and $1$ on the lower doublet. Then
$$QHx=(0,0,1,-2i),\qquad RQHx=\tfrac15(0,0,1,-2i).$$
Applying $PH$ gives first component $\tfrac15(1+4)=1$ and second component $\tfrac15(2i-2i)=0$. The two routes from $x$ to $Tx$ cancel. Since $PHP=0$, $H_{\rm eff}x=-x$, and the same arithmetic gives $H_{\rm eff}Tx=-Tx$. Thus $H_{\rm eff}=-P$.

## Time reversal and the effective Hamiltonian in Lean

The state space `V` is a complex inner product space of any dimension, with the inner product linear in its second argument, as in Dirac notation. Operators are elements of `Module.End ℂ V`, linear maps defined on all of `V`.

```lean
import Mathlib

open scoped InnerProductSpace ComplexConjugate

namespace KramersEffectiveHamiltonian

noncomputable section

variable {V : Type*} [NormedAddCommGroup V] [InnerProductSpace ℂ V]
  {T : V →ₛₗ[starRingEnd ℂ] V} {A B H R : Module.End ℂ V}
```

`IsKramers` collects antiunitarity and $T^2=-1$; conjugate-linearity is already part of the type of `T`.

```lean
/-- A conjugate-linear `T` is of Kramers type if it is antiunitary and squares to `-1`. -/
structure IsKramers (T : V →ₛₗ[starRingEnd ℂ] V) : Prop where
  inner_map : ∀ u v, ⟪T u, T v⟫_ℂ = ⟪v, u⟫_ℂ
  sq : ∀ u, T (T u) = -u
```

`IsInvariant` includes Hermiticity, which the word alone does not usually imply.

```lean
/-- An operator is invariant if it is Hermitian and commutes with time reversal. -/
structure IsInvariant (T : V →ₛₗ[starRingEnd ℂ] V) (A : Module.End ℂ V) : Prop where
  hermitian : ∀ u v, ⟪A u, v⟫_ℂ = ⟪u, A v⟫_ℂ
  commutes : ∀ u, A (T u) = T (A u)
```

The next three definitions are $P$, $M$ and $H_{\rm eff}$. The operator `proj T x` is defined for every `x`, but is the projection on the pair when `x` has norm one.

```lean
/-- The operator `P v = ⟨x|v⟩ x + ⟨Tx|v⟩ Tx`. -/
def proj (T : V →ₛₗ[starRingEnd ℂ] V) (x : V) : Module.End ℂ V where
  toFun v := ⟪x, v⟫_ℂ • x + ⟪T x, v⟫_ℂ • T x
  map_add' u v := by simp only [inner_add_right, add_smul]; abel
  map_smul' c v := by
    simp only [inner_smul_right, mul_smul, smul_add, RingHom.id_apply]

/-- The operator `Q (H - E) Q + P` with `Q = 1 - P`. -/
def shiftedBlock (H P : Module.End ℂ V) (E : ℝ) : Module.End ℂ V :=
  (1 - P) * (H - (E : ℂ) • 1) * (1 - P) + P

/-- The effective Hamiltonian `P H P - P H Q R Q H P` with `Q = 1 - P`. -/
def effectiveHamiltonian (H P R : Module.End ℂ V) : Module.End ℂ V :=
  P * H * P - P * H * (1 - P) * R * (1 - P) * H * P
```

## Matrix elements within the pair

The first lemma is the sign argument. After the rewrites, `h` says that minus the matrix element equals the element itself, and `linear_combination` solves for zero.

```lean
/-- For `T` of Kramers type, an invariant operator has no matrix element between `x`
and `Tx`. -/
theorem partner_element_zero (hT : IsKramers T) (hA : IsInvariant T A) (x : V) :
    ⟪T x, A x⟫_ℂ = 0 := by
  -- antiunitarity shows that the matrix element equals its own negative
  have h := hT.inner_map (A x) (T x)
  rw [hT.sq, ← hA.commutes, inner_neg_right, hA.hermitian] at h
  linear_combination (-1 / 2 : ℂ) * h
```

For a unit vector, `proj_spec` confirms that $P$ fixes $x$ and $Tx$ and annihilates everything orthogonal to both.

```lean
/-- For `T` of Kramers type and a unit vector `x`, `P` fixes `x` and `Tx` and annihilates
all vectors orthogonal to both: it is the orthogonal projection on their span. -/
theorem proj_spec (hT : IsKramers T) {x : V} (hx : ‖x‖ = 1) :
    proj T x x = x ∧ proj T x (T x) = T x ∧
      ∀ v, ⟪x, v⟫_ℂ = 0 → ⟪T x, v⟫_ℂ = 0 → proj T x v = 0 := by
  have happ : ∀ v, proj T x v = ⟪x, v⟫_ℂ • x + ⟪T x, v⟫_ℂ • T x := fun _ => rfl
  have hxx : ⟪x, x⟫_ℂ = 1 := by rw [inner_self_eq_norm_sq_to_K, hx]; simp
  have h0 : ⟪T x, x⟫_ℂ = 0 :=
    partner_element_zero (A := 1) hT ⟨fun _ _ => rfl, fun _ => rfl⟩ x
  have h0' : ⟪x, T x⟫_ℂ = 0 := inner_eq_zero_symm.mp h0
  refine ⟨?_, ?_, fun v h1 h2 => ?_⟩
  · rw [happ, hxx, h0, one_smul, zero_smul, add_zero]
  · rw [happ, h0', hT.inner_map, hxx, one_smul, zero_smul, zero_add]
  · rw [happ, h1, h2, zero_smul, zero_smul, add_zero]
```

## Operations that preserve the symmetry

Invariance of $P$ has two parts. The first bullet proves Hermiticity; the second uses $\langle x|Tv\rangle=-\langle v|Tx\rangle$, obtained from `hT.inner_map (T u) x`.

```lean
/-- For `T` of Kramers type, `P` is Hermitian and commutes with time reversal. -/
theorem proj_invariant (hT : IsKramers T) (x : V) : IsInvariant T (proj T x) := by
  have happ : ∀ v, proj T x v = ⟪x, v⟫_ℂ • x + ⟪T x, v⟫_ℂ • T x := fun _ => rfl
  refine ⟨fun u v => ?_, fun u => ?_⟩
  · simp only [happ, inner_add_left, inner_add_right, inner_smul_left, inner_smul_right,
      inner_conj_symm]
    ring
  · have h := hT.inner_map (T u) x
    rw [hT.sq, inner_neg_left] at h
    simp only [happ, map_add, map_smulₛₗ, inner_conj_symm, hT.sq, hT.inner_map, ← h]
    module
```

The closure lemma treats real combinations and symmetric products $ABA$. A general product $AB$ need not be Hermitian.

```lean
/-- If `A` and `B` are invariant, so are `A + r B` for real `r` and the product `A B A`. -/
theorem IsInvariant.closure (hA : IsInvariant T A) (hB : IsInvariant T B) :
    (∀ r : ℝ, IsInvariant T (A + (r : ℂ) • B)) ∧ IsInvariant T (A * B * A) := by
  refine ⟨fun r => ⟨fun u v => ?_, fun u => ?_⟩, ⟨fun u v => ?_, fun u => ?_⟩⟩
  · simp only [LinearMap.add_apply, LinearMap.smul_apply, inner_add_left, inner_add_right,
      inner_smul_left, inner_smul_right, Complex.conj_ofReal, hA.hermitian, hB.hermitian]
  · simp only [LinearMap.add_apply, LinearMap.smul_apply, map_add, map_smulₛₗ,
      Complex.conj_ofReal, hA.commutes, hB.commutes]
  · simp only [Module.End.mul_apply, hA.hermitian, hB.hermitian]
  · simp only [Module.End.mul_apply, hA.commutes, hB.commutes]
```

The device that carries the physics here is the semilinear map type `V →ₛₗ[starRingEnd ℂ] V`. The ring homomorphism in brackets says how scalars pass through the map, and `starRingEnd ℂ` is complex conjugation. The general lemma `map_smulₛₗ` therefore turns $T(rv)$ into $r^*Tv$, and `Complex.conj_ofReal` removes the star for real $r$. With $r=i$ and $B\neq0$, $A+rB$ would no longer commute with $T$. This is where the reality of $E$ enters.

For the inverse, only `A * R = 1` is assumed. In infinite dimension a right inverse need not be a left inverse, but Hermiticity supplies `hRA`, as in the derivation above.

```lean
/-- A right inverse of an invariant operator is invariant. -/
theorem IsInvariant.of_inverse (hA : IsInvariant T A) (hR : A * R = 1) :
    IsInvariant T R := by
  have hAR : ∀ u, A (R u) = u := fun u => LinearMap.congr_fun hR u
  have hs : ∀ u v, ⟪R u, v⟫_ℂ = ⟪u, R v⟫_ℂ := fun u v =>
    calc ⟪R u, v⟫_ℂ = ⟪R u, A (R v)⟫_ℂ := by rw [hAR]
      _ = ⟪A (R u), R v⟫_ℂ := (hA.hermitian _ _).symm
      _ = ⟪u, R v⟫_ℂ := by rw [hAR]
  -- hermiticity turns the right inverse into a left inverse
  have hRA : ∀ u, R (A u) = u := fun u =>
    ext_inner_right ℂ fun v => by rw [hs, hA.hermitian, hAR]
  refine ⟨hs, fun u => ?_⟩
  calc R (T u) = R (T (A (R u))) := by rw [hAR]
    _ = R (A (T (R u))) := by rw [hA.commutes]
    _ = T (R u) := hRA _
```

## The real multiple of the projector

`compression` is $PAP=aP$, with $a$ written as the real part of $\langle x|Ax\rangle$. For a unit vector it is the expectation value of $A$ in $x$. The facts `h1` to `h4` are the two vanishing elements, the equal diagonals and their reality.

```lean
/-- For `T` of Kramers type and invariant `A`, `P A P` is `P` times the real part of
`⟨x|A|x⟩`. -/
theorem compression (hT : IsKramers T) (hA : IsInvariant T A) (x : V) :
    proj T x * A * proj T x = (((⟪x, A x⟫_ℂ).re : ℝ) : ℂ) • proj T x := by
  have happ : ∀ v, proj T x v = ⟪x, v⟫_ℂ • x + ⟪T x, v⟫_ℂ • T x := fun _ => rfl
  have h1 := partner_element_zero hT hA x
  have h2 : ⟪x, A (T x)⟫_ℂ = 0 := by
    rw [← hA.hermitian]; exact inner_eq_zero_symm.mp h1
  -- the two diagonal elements agree and are real
  have h3 : ⟪T x, A (T x)⟫_ℂ = ⟪x, A x⟫_ℂ := by
    rw [hA.commutes, hT.inner_map, hA.hermitian]
  have h4 : (((⟪x, A x⟫_ℂ).re : ℝ) : ℂ) = ⟪x, A x⟫_ℂ :=
    Complex.conj_eq_iff_re.mp (by rw [inner_conj_symm, hA.hermitian])
  rw [h4]
  refine LinearMap.ext fun v => ?_
  simp only [Module.End.mul_apply, LinearMap.smul_apply, happ, map_add, map_smul,
    h1, h2, h3]
  module
```

The main theorem says that, for every `x` and real `E`, a right inverse `R` of the shifted block yields a real `c` with $H_{\rm eff}=cP$. Its proof builds invariance in the order used by hand, ending with `hK` for $K=H-HQRQH$. The constant is then read off from `compression`, and `noncomm_ring` checks that $PKP$ expands to the definition.

```lean
/-- For `T` of Kramers type, invariant `H`, real `E` and a right inverse `R` of
`Q (H - E) Q + P`, the effective Hamiltonian is a real multiple of `P`. -/
theorem effectiveHamiltonian_no_splitting (hT : IsKramers T) (hH : IsInvariant T H)
    (x : V) (E : ℝ) (hR : shiftedBlock H (proj T x) E * R = 1) :
    ∃ c : ℝ, effectiveHamiltonian H (proj T x) R = (c : ℂ) • proj T x := by
  have h1 : IsInvariant T (1 : Module.End ℂ V) := ⟨fun _ _ => rfl, fun _ => rfl⟩
  have hP := proj_invariant hT x
  have hQ : IsInvariant T (1 - proj T x) := by
    simpa [sub_eq_add_neg] using (h1.closure hP).1 (-1)
  have hHE : IsInvariant T (H - (E : ℂ) • 1) := by
    simpa [sub_eq_add_neg] using (hH.closure h1).1 (-E)
  have hM : IsInvariant T (shiftedBlock H (proj T x) E) := by
    simpa [shiftedBlock] using ((hQ.closure hHE).2.closure hP).1 1
  -- the resolvent inherits the symmetry, and so does the whole dressed operator
  have hK := (hH.closure (hH.closure (hQ.closure (hM.of_inverse hR)).2).2).1 (-1)
  refine ⟨_, Eq.trans ?_ (compression hT hK x)⟩
  rw [Complex.ofReal_neg, Complex.ofReal_one, neg_one_smul]
  simp only [effectiveHamiltonian]
  noncomm_ring
```

In electronic structure, this means that a single real number describes an isolated Kramers doublet in zero field, at fixed $E$ and in a finite basis closed under time reversal. That number $c$ depends on $E$; it is an exact energy of $H$ when $c=E$, as in the worked example. A Hamiltonian containing differential operators is not defined on all of Hilbert space; passing from the model to that setting requires an argument about domains.

The next theorem concerns the terms of a fixed-energy (Brillouin–Wigner) series, where `W` is the perturbation and `S` the reduced resolvent of the unperturbed problem. Both are assumed invariant. The term with index `n` is of order $n+1$ in `W`, and each is separately a real multiple of $P$; convergence is a different question. The induction carries two neighbouring terms, because
$$W(SW)^{n+2}=W\,S\,[W(SW)^n]\,S\,W$$
advances the index by two while keeping the symmetric form.

```lean
/-- For `T` of Kramers type and invariant `W` and `S`, each term `P W (S W)ⁿ P` of the
perturbation series is a real multiple of `P`. -/
theorem no_splitting_each_order (hT : IsKramers T) {W S : Module.End ℂ V}
    (hW : IsInvariant T W) (hS : IsInvariant T S) (x : V) (n : ℕ) :
    ∃ c : ℝ, proj T x * (W * (S * W) ^ n) * proj T x = (c : ℂ) • proj T x := by
  -- two orders at a time, by wrapping the term in `W S ... S W`
  have key : ∀ m : ℕ, IsInvariant T (W * (S * W) ^ m) ∧
      IsInvariant T (W * (S * W) ^ (m + 1)) := by
    intro m
    induction m with
    | zero =>
      refine ⟨by simpa using hW, ?_⟩
      have h := (hW.closure hS).2
      rwa [mul_assoc, ← pow_one (S * W)] at h
    | succ m ih =>
      refine ⟨ih.2, ?_⟩
      have h := (hW.closure (hS.closure ih.1).2).2
      have e : W * (S * W) ^ (m + 1 + 1) = W * (S * (W * (S * W) ^ m) * S) * W := by
        rw [pow_succ, pow_succ']
        simp only [mul_assoc]
      rwa [e]
  exact ⟨_, compression hT (key n).1 x⟩
```

## A four-level model satisfying the hypotheses

The last definitions use the same $T$ as the worked example, with a simpler Hamiltonian: spin-conserving hopping of unit strength between two doublets of zero energy.

```lean
/-- Time reversal on two spin doublets: `(a, b, c, d) ↦ (-b*, a*, -d*, c*)`. -/
def pairReversal :
    EuclideanSpace ℂ (Fin 4) →ₛₗ[starRingEnd ℂ] EuclideanSpace ℂ (Fin 4) where
  toFun v := !₂[-conj (v 1), conj (v 0), -conj (v 3), conj (v 2)]
  map_add' u v := by ext i; fin_cases i <;> simp [add_comm]
  map_smul' c v := by ext i; fin_cases i <;> simp

/-- Spin-conserving hopping between two doublets: `(a, b, c, d) ↦ (c, d, a, b)`. -/
def pairHopping : Module.End ℂ (EuclideanSpace ℂ (Fin 4)) where
  toFun v := !₂[v 2, v 3, v 0, v 1]
  map_add' u v := by ext i; fin_cases i <;> simp
  map_smul' c v := by ext i; fin_cases i <;> simp
```

With $x$ the first basis state and $E=-1$, the shifted block is the identity, so $R=1$. The proof checks each hypothesis by components. Here too $H_{\rm eff}=-P$, since $PHP=0$ and hopping out and back returns the starting state.

```lean
/-- Hopping between two doublets, with `x` the first basis state, `E = -1` and `R = 1`,
meets the hypotheses of the main theorem. -/
theorem effectiveHamiltonian_no_splitting_witness :
    IsKramers pairReversal ∧ IsInvariant pairReversal pairHopping ∧
      shiftedBlock pairHopping (proj pairReversal !₂[1, 0, 0, 0]) (-1) * 1 = 1 := by
  have hP : ∀ v, proj pairReversal !₂[1, 0, 0, 0] v = !₂[v 0, v 1, 0, 0] := by
    intro v
    ext i
    fin_cases i <;> simp [proj, pairReversal, PiLp.inner_apply, Fin.sum_univ_four]
  refine ⟨⟨fun u v => ?_, fun u => ?_⟩, ⟨fun u v => ?_, fun u => ?_⟩, ?_⟩
  · simp [pairReversal, PiLp.inner_apply, Fin.sum_univ_four]
    ring
  · ext i
    fin_cases i <;> simp [pairReversal]
  · simp [pairHopping, PiLp.inner_apply, Fin.sum_univ_four]
    ring
  · ext i
    fin_cases i <;> simp [pairReversal, pairHopping]
  · refine LinearMap.ext fun v => ?_
    ext i
    fin_cases i <;> simp [shiftedBlock, hP, pairHopping]

end

end KramersEffectiveHamiltonian
```

```lean
#print axioms KramersEffectiveHamiltonian.proj_spec
#print axioms KramersEffectiveHamiltonian.effectiveHamiltonian_no_splitting
#print axioms KramersEffectiveHamiltonian.no_splitting_each_order
```

```
'KramersEffectiveHamiltonian.proj_spec' depends on axioms: [propext, Classical.choice, Quot.sound]
'KramersEffectiveHamiltonian.effectiveHamiltonian_no_splitting' depends on axioms: [propext, Classical.choice, Quot.sound]
'KramersEffectiveHamiltonian.no_splitting_each_order' depends on axioms: [propext, Classical.choice, Quot.sound]
```
